# Eightfold-symmetric two-electron integrals unchanged by every orthogonal orbital mixing need at most two parameters

Q: Before I object to anything, what are the objects and conventions?

A: Take real orthonormal orbitals $\varphi_p$ spanning a shell. The integral $(pq|rs)$ is the repulsion between the charge distributions $\varphi_p\varphi_q$ and $\varphi_r\varphi_s$, and $g(p,q,r,s)$ denotes its value. The physical question is which tables of integrals look the same in every real orthonormal basis of the shell.

In Lean the orbital labels form a finite type `ι`, of any size, and `g` is any real function of four labels. It need not come from a Coulomb integral.

```lean
import Mathlib

open Matrix

namespace RotationallyInvariantShell

noncomputable section

variable {ι : Type*} [Fintype ι] [DecidableEq ι]
```

The Kronecker delta $\delta_{pq}$ is a real-valued function.

```lean
/-- The Kronecker delta of two orbital labels. -/
def delta (p q : ι) : ℝ := if p = q then 1 else 0
```

Q: Which way does the basis change act?

A: The new orbitals are the columns of a matrix $U$, so $\varphi'_p=\sum_a U_{ap}\varphi_a$. This $U$ is not the Hubbard repulsion. The transformed integrals are

$$g'(p,q,r,s)=\sum_{abcd}U_{ap}U_{bq}U_{cr}U_{ds}\,g(a,b,c,d).$$

```lean
/-- The four-index transformation of a two-electron array `g` to the orbitals
given by the columns of `U`. -/
def transform (U : Matrix ι ι ℝ) (g : ι → ι → ι → ι → ℝ) (p q r s : ι) : ℝ :=
  ∑ a, ∑ b, ∑ c, ∑ d, U a p * U b q * U c r * U d s * g a b c d
```

For real orbitals the integrals have eightfold permutation symmetry, which three exchanges generate.

```lean
/-- Eightfold permutation symmetry of real two-electron integrals `(pq|rs)`:
exchange within each pair, and exchange of the two pairs. -/
structure Eightfold (g : ι → ι → ι → ι → ℝ) : Prop where
  bra : ∀ p q r s, g p q r s = g q p r s
  ket : ∀ p q r s, g p q r s = g p q s r
  pair : ∀ p q r s, g p q r s = g r s p q
```

Q: And "rotation" means rotation of space?

A: No. `RotationInvariant` demands invariance under every real $U$ with $U^TU=1$, reflections included.

```lean
/-- The array is unchanged by every real orthogonal transformation of the orbitals. -/
def RotationInvariant (g : ι → ι → ι → ι → ℝ) : Prop :=
  ∀ U : Matrix ι ι ℝ, Uᵀ * U = 1 → transform U g = g
```

Q: Then does an atomic shell qualify?

A: A p shell of a free atom does: every orthogonal mixing of its three orbitals comes from a rotation of space, possibly combined with inversion. For a d shell, spatial rotations supply only some of the orthogonal $5\times5$ matrices, so full invariance is an extra approximation. Whether a given shell satisfies it is the step from model to material that you must justify yourself.

Q: What form is claimed for $g$?

A: With real parameters $a$ and $b$, no longer summation labels,

$$g(p,q,r,s)=a\,\delta_{pq}\delta_{rs}+b\,(\delta_{pr}\delta_{qs}+\delta_{ps}\delta_{qr}).$$

```lean
/-- The two-parameter array `a δ_pq δ_rs + b (δ_pr δ_qs + δ_ps δ_qr)`. -/
def shellArray (a b : ℝ) (p q r s : ι) : ℝ :=
  a * (delta p q * delta r s) + b * (delta p r * delta q s + delta p s * delta q r)
```

Two auxiliary objects serve the proof: an array that is 1 when all four labels agree and 0 otherwise, and a matrix that will be a reflection for a suitable $c$.

```lean
/-- The on-site array: one if all four orbitals coincide, and zero otherwise. -/
def onsite (p q r s : ι) : ℝ := delta p q * delta q r * delta r s

/-- The matrix `1 - c w wᵀ`, built from a real number `c` and an orbital vector `w`. -/
def reflection (c : ℝ) (w : ι → ℝ) : Matrix ι ι ℝ :=
  Matrix.of fun a p => delta p a - c * w a * w p
```

Q: Show me first that the two-parameter form is invariant.

A: The deltas contract columns of $U$ in pairs. For the first term,

$$\sum_{abcd}U_{ap}U_{bq}U_{cr}U_{ds}\delta_{ab}\delta_{cd}=\Big(\sum_a U_{ap}U_{aq}\Big)\Big(\sum_c U_{cr}U_{cs}\Big)=\delta_{pq}\delta_{rs}.$$

The other two terms give $\delta_{pr}\delta_{qs}$ and $\delta_{ps}\delta_{qr}$ in the same way. Two lemmas come first: a sum against a delta selects one term, and the transformation is linear in $g$.

```lean
/-- Summation against a Kronecker delta selects one orbital. -/
theorem sum_delta (f : ι → ℝ) (c : ι) : ∑ d, f d * delta c d = f c := by
  simp [delta]

omit [DecidableEq ι] in
/-- The four-index transformation is linear in the two-electron array. -/
theorem transform_add (U : Matrix ι ι ℝ) (g h : ι → ι → ι → ι → ℝ) (c : ℝ) (p q r s : ι) :
    transform U (fun p q r s => g p q r s + c * h p q r s) p q r s
      = transform U g p q r s + c * transform U h p q r s := by
  simp only [transform, Finset.mul_sum, ← Finset.sum_add_distrib]
  refine Finset.sum_congr rfl fun _ _ => Finset.sum_congr rfl fun _ _ =>
    Finset.sum_congr rfl fun _ _ => Finset.sum_congr rfl fun _ _ => by ring
```

In the next proof, `h` is column orthonormality, `t1`, `t2` and `t3` are the three contractions, and `e` splits the transform into them.

```lean
/-- The two-parameter array is unchanged by every orthogonal transformation. -/
theorem shellArray_invariant (a b : ℝ) :
    RotationInvariant (shellArray a b : ι → ι → ι → ι → ℝ) := by
  intro U hU
  funext p q r s
  have h : ∀ x y, ∑ k, U k x * U k y = delta x y := by
    intro x y
    have := congrFun (congrFun hU x) y
    simpa [Matrix.mul_apply, Matrix.one_apply, delta] using this
  -- each product of deltas contracts the columns of `U` in pairs
  have t1 : transform U (fun a b c d => delta a b * delta c d) p q r s
      = delta p q * delta r s := by
    simp only [transform, ← mul_assoc, sum_delta, ← Finset.sum_mul]
    rw [← h p q, ← h r s, Finset.sum_mul_sum]
    exact Finset.sum_congr rfl fun _ _ => Finset.sum_congr rfl fun _ _ => by ring
  have t2 : transform U (fun a b c d => delta a c * delta b d) p q r s
      = delta p r * delta q s := by
    simp only [transform, ← mul_assoc, sum_delta]
    rw [← h p r, ← h q s, Finset.sum_mul_sum]
    exact Finset.sum_congr rfl fun _ _ => Finset.sum_congr rfl fun _ _ => by ring
  have t3 : transform U (fun a b c d => delta a d * delta b c) p q r s
      = delta p s * delta q r := by
    simp only [transform, ← mul_assoc, sum_delta, ← Finset.sum_mul]
    rw [← h p s, ← h q r, Finset.sum_mul_sum]
    refine Finset.sum_congr rfl fun x _ => ?_
    rw [Finset.sum_mul]
    exact Finset.sum_congr rfl fun _ _ => by ring
  have e : transform U (shellArray a b) p q r s
      = a * transform U (fun a b c d => delta a b * delta c d) p q r s
        + b * (transform U (fun a b c d => delta a c * delta b d) p q r s
          + transform U (fun a b c d => delta a d * delta b c) p q r s) := by
    simp only [transform, shellArray, Finset.mul_sum, ← Finset.sum_add_distrib]
    refine Finset.sum_congr rfl fun _ _ => Finset.sum_congr rfl fun _ _ =>
      Finset.sum_congr rfl fun _ _ => Finset.sum_congr rfl fun _ _ => by ring
  rw [e, t1, t2, t3]
  rfl
```

Q: The converse is what I doubt. How can you constrain $g$ without averaging over the whole orthogonal group?

A: A few matrices suffice. Start with signed permutations, $U_{ap}=\varepsilon_p\,\delta_{a,\sigma(p)}$, where $\sigma$ permutes the orbitals and $\varepsilon_p=\pm1$. Each sum has one surviving term, so invariance reads

$$\varepsilon_p\varepsilon_q\varepsilon_r\varepsilon_s\,g(\sigma p,\sigma q,\sigma r,\sigma s)=g(p,q,r,s).$$

```lean
/-- In an invariant array, relabelling the orbitals by `σ` and changing their signs by `ε`
leaves every integral the same. -/
theorem signed_permutation {g : ι → ι → ι → ι → ℝ} (hg : RotationInvariant g)
    (σ : Equiv.Perm ι) (ε : ι → ℝ) (hε : ∀ p, ε p * ε p = 1) (p q r s : ι) :
    ε p * ε q * ε r * ε s * g (σ p) (σ q) (σ r) (σ s) = g p q r s := by
  have nested : ∀ U : Matrix ι ι ℝ, transform U g p q r s
      = ∑ a, U a p * ∑ b, U b q * ∑ c, U c r * ∑ d, U d s * g a b c d := by
    intro U
    simp only [transform, Finset.mul_sum, mul_assoc]
  have hU : (Matrix.of fun a p => if a = σ p then ε p else 0)ᵀ
      * (Matrix.of fun a p => if a = σ p then ε p else 0) = (1 : Matrix ι ι ℝ) := by
    ext x y
    simp only [Matrix.mul_apply, Matrix.transpose_apply, Matrix.of_apply, Matrix.one_apply,
      ite_mul, zero_mul, Finset.sum_ite_eq', Finset.mem_univ, if_true]
    by_cases hxy : x = y
    · subst hxy
      rw [if_pos rfl, if_pos rfl]
      exact hε x
    · rw [if_neg (fun h => hxy (σ.injective h)), if_neg hxy, mul_zero]
  have h := congrFun (congrFun (congrFun (congrFun (hg _ hU) p) q) r) s
  rw [nested] at h
  simp only [Matrix.of_apply, ite_mul, zero_mul, Finset.sum_ite_eq', Finset.mem_univ,
    if_true] at h
  linear_combination h
```

Q: How does Lean collapse a fourfold sum so quickly?

A: With Mathlib's `Finset.sum_ite_eq'`, the device that deserves a closer look. It says that a sum over $a$ of "$f(a)$ if $a=\sigma(p)$, else 0" equals $f(\sigma(p))$. The step `nested` first rewrites the transform as sums inside sums, with each entry of $U$ in front of the sums it doesn't depend on. Then `ite_mul` and `zero_mul` move the remaining factor into the conditional, and the lemma removes each sum in turn. The same lemma reduces $U^TU$ to a single term, where injectivity of `σ` makes the off-diagonal entries vanish.

Q: What do these matrices leave of $g$?

A: Suppose there are at least two orbitals. If an orbital $x$ occurs exactly once among the four labels, flip its sign alone: $g=-g$, so the integral is zero. The survivors are $(pp|pp)$, $(pp|qq)$ and $(pq|pq)=(pq|qp)$ with $p\ne q$. Relabelling gives each type a common value, say $A$, $B$ and $C$. Hence

$$g=B\,\delta_{pq}\delta_{rs}+C(\delta_{pr}\delta_{qs}+\delta_{ps}\delta_{qr})+(A-B-2C)\,\delta_{pq}\delta_{qr}\delta_{rs}.$$

In Lean, `hz` is the sign argument and `hA`, `hB`, `hC` are the common values. The case split then runs through the coincidences among the labels, using the eightfold exchanges to bring a lone orbital to the front.

```lean
/-- With at least two orbitals, an invariant eightfold symmetric array is the two-parameter
array plus a multiple of the on-site array. -/
theorem shell_plus_onsite [Nontrivial ι] {g : ι → ι → ι → ι → ℝ} (hs : Eightfold g)
    (hg : RotationInvariant g) :
    ∃ a b c : ℝ, ∀ p q r s, g p q r s = shellArray a b p q r s + c * onsite p q r s := by
  obtain ⟨i, j, hij⟩ := exists_pair_ne ι
  -- any two distinct orbitals can be relabelled as any other two
  have perm : ∀ p q, p ≠ q → ∃ σ : Equiv.Perm ι, σ i = p ∧ σ j = q := by
    intro p q hpq
    have hx : p ≠ Equiv.swap i p j := by
      intro e
      apply hij
      apply (Equiv.swap i p).injective
      rw [Equiv.swap_apply_left]
      exact e
    refine ⟨(Equiv.swap i p).trans (Equiv.swap (Equiv.swap i p j) q), ?_, ?_⟩
    · rw [Equiv.trans_apply, Equiv.swap_apply_left, Equiv.swap_apply_of_ne_of_ne hx hpq]
    · rw [Equiv.trans_apply]
      exact Equiv.swap_apply_left _ _
  have hA : ∀ p, g p p p p = g i i i i := by
    intro p
    have := signed_permutation hg (Equiv.swap i p) (fun _ => 1) (by simp) i i i i
    simpa using this
  have hB : ∀ p q, p ≠ q → g p p q q = g i i j j := by
    intro p q hpq
    obtain ⟨σ, h1, h2⟩ := perm p q hpq
    have := signed_permutation hg σ (fun _ => 1) (by simp) i i j j
    simpa [h1, h2] using this
  have hC : ∀ p q, p ≠ q → g p q p q = g i j i j := by
    intro p q hpq
    obtain ⟨σ, h1, h2⟩ := perm p q hpq
    have := signed_permutation hg σ (fun _ => 1) (by simp) i j i j
    simpa [h1, h2] using this
  -- a sign change removes integrals in which an orbital stands alone
  have hz : ∀ x q r s, x ≠ q → x ≠ r → x ≠ s → g x q r s = 0 := by
    intro x q r s hq hr hs'
    have := signed_permutation hg (Equiv.refl ι) (fun y => if y = x then -1 else 1)
      (by intro y; split_ifs <;> norm_num) x q r s
    simp only [hq.symm, hr.symm, hs'.symm, if_true, if_false, Equiv.refl_apply] at this
    linarith
  refine ⟨g i i j j, g i j i j, g i i i i - g i i j j - 2 * g i j i j, fun p q r s => ?_⟩
  by_cases hpq : p = q
  · subst hpq
    by_cases hrs : r = s
    · subst hrs
      by_cases hpr : p = r
      · subst hpr
        rw [hA p]
        simp only [shellArray, onsite, delta, if_true]
        ring
      · rw [hB p r hpr]
        simp [shellArray, onsite, delta, hpr]
    · by_cases hpr : p = r
      · subst hpr
        rw [hs.ket p p p s, hs.pair p p s p,
          hz s p p p (Ne.symm hrs) (Ne.symm hrs) (Ne.symm hrs)]
        simp [shellArray, onsite, delta, hrs]
      · rw [hs.pair p p r s, hz r s p p hrs (Ne.symm hpr) (Ne.symm hpr)]
        simp [shellArray, onsite, delta, hrs, hpr]
  · by_cases hpr : p = r
    · subst hpr
      by_cases hqs : q = s
      · subst hqs
        rw [hC p q hpq]
        simp [shellArray, onsite, delta, hpq]
      · rw [hs.bra p q p s, hz q p p s (Ne.symm hpq) (Ne.symm hpq) hqs]
        simp [shellArray, onsite, delta, hpq, hqs, Ne.symm hpq]
    · by_cases hps : p = s
      · subst hps
        by_cases hqr : q = r
        · subst hqr
          rw [hs.ket p q q p, hC p q hpq]
          simp [shellArray, onsite, delta, hpq]
        · rw [hs.bra p q r p, hz q p r p (Ne.symm hpq) hqr (Ne.symm hpq)]
          simp [shellArray, onsite, delta, hpq, hpr, hqr]
      · rw [hz p q r s hpq hpr hps]
        simp [shellArray, onsite, delta, hpq, hpr, hps]
```

Q: So an on-site term survives.

A: It survives signed permutations, but not a genuine mixing. Take $w=(1,2)$ on two orbitals $p,q$ and zero elsewhere. With $c=2/5$, the matrix $1-c\,ww^T$ equals $1-2\hat w\hat w^T$ for the unit vector $\hat w=(1,2)/\sqrt5$, which is a reflection. In general, orthogonality follows from $c\,|w|^2=2$:

$$(1-c\,ww^T)^2=1-2c\,ww^T+c^2|w|^2ww^T=1.$$

```lean
/-- The matrix `1 - c w wᵀ` is orthogonal when `c` times the squared length of `w` is two. -/
theorem reflection_orthogonal (c : ℝ) (w : ι → ℝ) (hc : c * ∑ x, w x * w x = 2) :
    (reflection c w)ᵀ * reflection c w = 1 := by
  ext a b
  have h1 : (1 : Matrix ι ι ℝ) a b = delta b a := by
    simp [Matrix.one_apply, delta, eq_comm]
  have e : ((reflection c w)ᵀ * reflection c w) a b
      = ∑ x, delta b x * delta a x - c * w b * ∑ x, w x * delta a x
        - c * w a * ∑ x, w x * delta b x + c * c * w a * w b * ∑ x, w x * w x := by
    simp only [Matrix.mul_apply, Matrix.transpose_apply, reflection, Matrix.of_apply,
      Finset.mul_sum, ← Finset.sum_sub_distrib, ← Finset.sum_add_distrib]
    exact Finset.sum_congr rfl fun _ _ => by ring
  rw [e, h1, sum_delta (delta b) a, sum_delta w a, sum_delta w b]
  linear_combination c * w a * w b * hc
```

Column $p$ has entries $3/5$ and $-4/5$. The transformed on-site element is therefore

$$\sum_a U_{ap}^4=\frac{81}{625}+\frac{256}{625}=\frac{337}{625}\neq1.$$

In the code, `key` computes the fourth powers and `hT` their sum.

```lean
/-- For two distinct orbitals `p` and `q`, some orthogonal transformation changes the
`pppp` element of the on-site array. -/
theorem onsite_not_invariant {p q : ι} (hpq : p ≠ q) :
    ∃ U : Matrix ι ι ℝ, Uᵀ * U = 1 ∧ transform U onsite p p p p ≠ onsite p p p p := by
  obtain ⟨w, hw⟩ : ∃ w : ι → ℝ, ∀ x, w x = delta p x + 2 * delta q x := ⟨_, fun _ => rfl⟩
  have hwp : w p = 1 := by rw [hw]; simp [delta, hpq.symm]
  have hwq : w q = 2 := by rw [hw]; simp [delta, hpq]
  have hS : ∑ x, w x * w x = 5 := by
    have e : ∑ x, w x * w x = ∑ x, w x * delta p x + 2 * ∑ x, w x * delta q x := by
      rw [Finset.mul_sum, ← Finset.sum_add_distrib]
      exact Finset.sum_congr rfl fun x _ => by linear_combination w x * hw x
    rw [e, sum_delta w p, sum_delta w q, hwp, hwq]
    norm_num
  refine ⟨reflection (2 / 5) w, reflection_orthogonal _ _ (by rw [hS]; norm_num), ?_⟩
  -- column `p` has the entries 3/5 and -4/5
  have key : ∀ a, reflection (2 / 5) w a p * reflection (2 / 5) w a p
      * reflection (2 / 5) w a p * reflection (2 / 5) w a p
      = 81 / 625 * delta p a + 256 / 625 * delta q a := by
    intro a
    simp only [reflection, Matrix.of_apply, hwp]
    rw [hw a]
    simp only [delta]
    split_ifs with h1 h2 h2
    · exact absurd (h1.trans h2.symm) hpq
    · norm_num
    · norm_num
    · norm_num
  have hT : transform (reflection (2 / 5) w) onsite p p p p = 337 / 625 := by
    simp only [transform, onsite, ← mul_assoc, sum_delta]
    rw [Finset.sum_congr rfl fun a _ => key a, Finset.sum_add_distrib,
      sum_delta (fun _ => 81 / 625) p, sum_delta (fun _ => 256 / 625) q]
    norm_num
  have hO : onsite p p p p = 1 := by simp [onsite, delta]
  rw [hT, hO]
  norm_num
```

Q: And that closes the argument?

A: Yes. Write $g$ as the two-parameter array plus $c$ times the on-site array, $c$ now being that coefficient. Both $g$ and the two-parameter array are invariant, so subtraction at $pppp$ gives $c\,(337/625-1)=0$, hence $c=0$. With one orbital $i$, take $a=g(i,i,i,i)$ and $b=0$; with none, there is nothing to check. The theorem reads: given `Eightfold g`, the array is invariant exactly when real `a` and `b` exist with `g = shellArray a b`.

```lean
/-- An eightfold symmetric real array is unchanged by every real orthogonal four-index
transformation if and only if it is `a δ_pq δ_rs + b (δ_pr δ_qs + δ_ps δ_qr)` for some
real `a` and `b`. -/
theorem rotationInvariant_iff {g : ι → ι → ι → ι → ℝ} (hs : Eightfold g) :
    RotationInvariant g ↔ ∃ a b : ℝ, g = shellArray a b := by
  constructor
  · intro hg
    rcases subsingleton_or_nontrivial ι with hι | hι
    · rcases isEmpty_or_nonempty ι with hE | ⟨⟨i⟩⟩
      · exact ⟨0, 0, funext fun p => isEmptyElim p⟩
      · refine ⟨g i i i i, 0, ?_⟩
        funext p q r s
        rw [Subsingleton.elim p i, Subsingleton.elim q i, Subsingleton.elim r i,
          Subsingleton.elim s i]
        simp [shellArray, delta]
    · obtain ⟨a, b, c, h⟩ := shell_plus_onsite hs hg
      obtain ⟨p, q, hpq⟩ := exists_pair_ne ι
      obtain ⟨U, hU, hp⟩ := onsite_not_invariant hpq
      have hgf : g = fun p q r s => shellArray a b p q r s + c * onsite p q r s := by
        funext p q r s
        exact h p q r s
      have e : transform U g p p p p
          = transform U (shellArray a b) p p p p + c * transform U onsite p p p p := by
        rw [hgf]
        exact transform_add U _ _ c p p p p
      rw [hg U hU, shellArray_invariant a b U hU, h p p p p] at e
      -- the on-site part is not invariant, so its coefficient vanishes
      have hc : c * (transform U onsite p p p p - onsite p p p p) = 0 := by
        linear_combination (-1 : ℝ) * e
      rcases mul_eq_zero.mp hc with hc | hc
      · refine ⟨a, b, ?_⟩
        funext p q r s
        rw [h, hc]
        ring
      · exact absurd (sub_eq_zero.mp hc) hp
  · rintro ⟨a, b, rfl⟩
    exact shellArray_invariant a b
```

Q: What does this give someone who builds a model Hamiltonian?

A: For distinct orbitals, the form gives $(pp|pp)=a+2b$, $(pp|qq)=a$ and $(pq|pq)=b$, so

$$(pp|pp)=(pp|qq)+2\,(pq|pq).$$

This is the Kanamori relation $U=U'+2J$ between intra-orbital repulsion, inter-orbital repulsion and exchange. In multi-orbital Hubbard models it fixes one interaction parameter from the other two, provided that the real integrals are invariant under all orthogonal mixings. Lean obtains it by substituting the two-parameter form.

```lean
/-- Kanamori relation: in a rotationally invariant array with eightfold symmetry,
`(pp|pp) = (pp|qq) + 2 (pq|pq)` for distinct orbitals `p` and `q`. -/
theorem kanamori_relation {g : ι → ι → ι → ι → ℝ} (hs : Eightfold g)
    (hg : RotationInvariant g) {p q : ι} (hpq : p ≠ q) :
    g p p p p = g p p q q + 2 * g p q p q := by
  obtain ⟨a, b, h⟩ := (rotationInvariant_iff hs).mp hg
  rw [h]
  simp only [shellArray, delta, hpq, if_true, if_false]
  ring

end

end RotationallyInvariantShell
```

```lean
#print axioms RotationallyInvariantShell.rotationInvariant_iff
#print axioms RotationallyInvariantShell.kanamori_relation
```

```
'RotationallyInvariantShell.rotationInvariant_iff' depends on axioms: [propext, Classical.choice, Quot.sound]
'RotationallyInvariantShell.kanamori_relation' depends on axioms: [propext, Classical.choice, Quot.sound]
```
